# A uniform chain in a two-atom cell: the interband velocity element vanishes once atomic positions are included

In a tight-binding model with one orbital per atom, a chain of identical, equally spaced atoms has one band. Described with a two-atom cell, it has two, and vertical transitions between them appear possible. They join states of different crystal momentum in the primitive chain, so spatially uniform light cannot drive them. Yet when the Bloch phases are attached to whole cells, the derivative of the Bloch Hamiltonian can have a nonzero element between the two bands. What restores the selection rule?

## Cancellation by the atomic positions

Set $\hbar=1$ and the cell length to 1. Let $t_1$ be the hopping inside a cell and $t_2$ that between cells. With Bloch phases $e^{ikR}$ attached to whole cells $R$, $H(k)$ has zero diagonal and upper off-diagonal element $h=t_1+t_2e^{-ik}$.

Put the atoms at $0$ and $\tau$ in the cell, and take the orbitals orthonormal and the position operator diagonal in them. In the velocity $i[H,x]$, a hopping from atom $b$ in cell $R'$ to atom $a$ in cell $R$ acquires the factor $i(R'-R+\tau_b-\tau_a)$. The cell part gives $H'$, the atomic part $i[H,T]$ with $T=\mathrm{diag}(0,\tau)$:
$$v=H'+i[H,T],\qquad v_{12}=-it_2e^{-ik}+i\tau h,\qquad v_{21}=\overline{v_{12}}.$$

Write $h=\varepsilon e^{-i\varphi}$ with real $\varepsilon,\varphi$. The states $(1,\pm e^{i\varphi})/\sqrt2$ have energies $\pm\varepsilon$, and
$$\langle+|v|-\rangle=\tfrac12\left(v_{21}e^{-i\varphi}-v_{12}e^{i\varphi}\right).$$

For $t_1=t_2=t$, $h=2t\cos(k/2)\,e^{-ik/2}$, so $\varphi=k/2$ and
$$\langle+|v|-\rangle=\tfrac12\left[it(e^{ik/2}+e^{-ik/2})-4i\tau t\cos\tfrac k2\right]=it\cos\tfrac k2\,(1-2\tau).$$
For $t>0$ and $0<k<\pi$, the modulus is $t\cos(k/2)$ at $\tau=0$, which is the bare $H'$. It is zero at $\tau=\tfrac12$, and $2t\cos(k/2)$ if the commutator has the wrong sign.

For unequal hoppings and $\tau=\tfrac12$, multiply by $\varepsilon$ and use $\varepsilon e^{-i\varphi}=h$:
$$\varepsilon\langle+|v|-\rangle=\tfrac i2\left[t_2(e^{ik}h+e^{-ik}\bar h)-|h|^2\right]=\tfrac i2(t_2^2-t_1^2),$$
since the first term is $2t_1t_2\cos k+2t_2^2$ and $|h|^2=t_1^2+t_2^2+2t_1t_2\cos k$.

With this phase convention, orthonormal orbitals and a position operator diagonal in them, a tight-binding optics calculation can multiply each hopping matrix by $i$ times its cell displacement $R'-R$ in the Fourier sum for $H'$, add $iH_{ab}(\tau_b-\tau_a)$ element by element, and then transform to the eigenvectors. For the non-interacting uniform chain with $\tau=\tfrac12$, $t>0$ and $0<k<\pi$, omitting the second step gives a spurious squared element $t^2\cos^2(k/2)$ at photon energy $4t\cos(k/2)$.

## Matrices and states in Lean

```lean
import Mathlib

open Matrix
open Complex (I)

namespace FoldedChainOptics

noncomputable section

/-- The phase factor `exp(ix)`. -/
def phase (x : ℝ) : ℂ := Complex.exp (x * I)

/-- Bloch Hamiltonian of a chain with two atoms per cell, hopping `t₁` inside the cell and
`t₂` between cells. -/
def ham (t₁ t₂ k : ℝ) : Matrix (Fin 2) (Fin 2) ℂ :=
  !![0, t₁ + t₂ * phase (-k); t₁ + t₂ * phase k, 0]

/-- The matrix `H'(k)` of entrywise derivatives of the Bloch Hamiltonian. -/
def hamDeriv (t₂ k : ℝ) : Matrix (Fin 2) (Fin 2) ℂ :=
  !![0, -(t₂ * (I * phase (-k))); t₂ * (I * phase k), 0]

/-- Atomic positions in units of the cell length: one atom at `0`, the other at `τ`. -/
def position (τ : ℝ) : Matrix (Fin 2) (Fin 2) ℂ := !![0, 0; 0, τ]

/-- The velocity matrix `H' + i[H, T]`, with `T` the matrix of atomic positions. -/
def velocity (t₁ t₂ τ k : ℝ) : Matrix (Fin 2) (Fin 2) ℂ :=
  hamDeriv t₂ k + I • (ham t₁ t₂ k * position τ - position τ * ham t₁ t₂ k)
```

Here `phase x` is $e^{ix}$, and `ham`, `hamDeriv`, `position` and `velocity` are $H$, $H'$, $T$ and $v$. The velocity formula is a definition; its derivation from the position operator is the argument above. The model has one orbital per atom and nearest-neighbour hopping, and the theorems concern matrix elements, not an absorption spectrum.

```lean
/-- The amplitude `1/√2` of a state shared equally by two atoms. -/
def amp : ℝ := 1 / √2

/-- The state `(1, s exp(iφ))/√2`; the two bands have `s = 1` and `s = -1`. -/
def band (φ s : ℝ) : Fin 2 → ℂ := ![(amp : ℂ), s * amp * phase φ]

/-- Matrix element of `A` between the states `s = 1` and `s = -1` with relative phase `φ`. -/
def interband (φ : ℝ) (A : Matrix (Fin 2) (Fin 2) ℂ) : ℂ :=
  star (band φ 1) ⬝ᵥ (A *ᵥ band φ (-1))
```

`interband φ A` is $\langle+|A|-\rangle$, with `star` conjugating the left state.

## Derivative, eigenvectors and overlaps

The first lemmas supply the phase identities, the normalisation and the derivative of $e^{ix}$.

```lean
lemma phase_add (x y : ℝ) : phase (x + y) = phase x * phase y := by
  unfold phase
  rw [← Complex.exp_add]
  congr 1
  push_cast
  ring

lemma phase_mul_neg (x : ℝ) : phase x * phase (-x) = 1 := by
  rw [← phase_add]
  simp [phase]

lemma phase_conj (x : ℝ) : (starRingEnd ℂ) (phase x) = phase (-x) := by
  unfold phase
  rw [← Complex.exp_conj]
  simp

lemma phase_add_neg (x : ℝ) : phase x + phase (-x) = 2 * (Real.cos x : ℂ) := by
  unfold phase
  rw [Complex.ofReal_cos, Complex.cos]
  push_cast
  ring

lemma amp_sq : (amp : ℂ) * amp = 1 / 2 := by
  have h : amp * amp = 1 / 2 := by
    unfold amp
    rw [div_mul_div_comm, Real.mul_self_sqrt (by norm_num)]
    norm_num
  rw [← Complex.ofReal_mul, h]
  norm_num

lemma phase_hasDerivAt (x : ℝ) : HasDerivAt phase (I * phase x) x := by
  have h : HasDerivAt (fun y : ℝ => (y : ℂ) * I) I x := by
    simpa using (hasDerivAt_id x).ofReal_comp.mul_const I
  exact h.cexp.congr_deriv (mul_comm _ _)
```

The next theorem confirms entry by entry that `hamDeriv` is $dH/dk$.

```lean
/-- Each entry of `hamDeriv` is the derivative with respect to `k` of that entry of the
Bloch Hamiltonian. -/
theorem ham_hasDerivAt (t₁ t₂ k : ℝ) (i j : Fin 2) :
    HasDerivAt (fun q => ham t₁ t₂ q i j) (hamDeriv t₂ k i j) k := by
  have hn : HasDerivAt (fun q => phase (-q)) (-(I * phase (-k))) k := by
    have h := (phase_hasDerivAt (-k)).scomp k (hasDerivAt_neg k)
    simpa [Function.comp_def] using h
  fin_cases i <;> fin_cases j
  · simpa [ham, hamDeriv] using hasDerivAt_const k (0 : ℂ)
  · simpa [ham, hamDeriv] using (hn.const_mul (t₂ : ℂ)).const_add (t₁ : ℂ)
  · simpa [ham, hamDeriv] using
      ((phase_hasDerivAt k).const_mul (t₂ : ℂ)).const_add (t₁ : ℂ)
  · simpa [ham, hamDeriv] using hasDerivAt_const k (0 : ℂ)
```

Conjugating $h=\varepsilon e^{-i\varphi}$ gives the lower off-diagonal element. The eigenvalue equation is then checked in each component: `linear_combination` adds multiples of known identities until only algebra remains.

```lean
lemma polar_conj {t₁ t₂ k ε φ : ℝ} (h : (t₁ : ℂ) + t₂ * phase (-k) = ε * phase (-φ)) :
    (t₁ : ℂ) + t₂ * phase k = ε * phase φ := by
  have h' := congrArg (starRingEnd ℂ) h
  simpa [phase_conj] using h'

/-- If the upper off-diagonal element of `H(k)` is `ε exp(-iφ)`, the state with sign `s = ±1` is an
eigenvector of `H(k)` with energy `sε`. -/
theorem band_eigen {t₁ t₂ k ε φ s : ℝ} (hs : s ^ 2 = 1)
    (h : (t₁ : ℂ) + t₂ * phase (-k) = ε * phase (-φ)) :
    ham t₁ t₂ k *ᵥ band φ s = ((s * ε : ℝ) : ℂ) • band φ s := by
  have hc := polar_conj h
  have hs' : (s : ℂ) ^ 2 = 1 := by exact_mod_cast hs
  ext i
  fin_cases i <;>
    simp [ham, band, Matrix.mulVec, dotProduct, Fin.sum_univ_two,
      -mul_eq_mul_left_iff, -mul_eq_mul_right_iff]
  · linear_combination (s * amp * phase φ : ℂ) * h + (s * amp * ε : ℂ) * phase_mul_neg φ
  · linear_combination (amp : ℂ) * hc - (amp * ε * phase φ : ℂ) * hs'
```

For $s,s'=\pm1$ the overlap formula gives orthonormality.

```lean
/-- Two states with the same phase `φ` and real parameters `s`, `s'` have
overlap `(1 + s s')/2`. -/
theorem band_overlap (φ s s' : ℝ) :
    star (band φ s) ⬝ᵥ band φ s' = (1 + s * s') / 2 := by
  simp [band, dotProduct, Fin.sum_univ_two, phase_conj]
  linear_combination (1 + s * s' : ℂ) * amp_sq +
    (s * s' * amp * amp : ℂ) * phase_mul_neg φ
```

## The uniform chain

These lemmas give the two-term formula for $\langle+|A|-\rangle$ when $A$ has zero diagonal, the entries of $v$, its reduction to $H'$ at $\tau=0$, and the splitting $e^{\pm ik}=(e^{\pm ik/2})^2$.

```lean
lemma interband_offdiag (φ : ℝ) (g g' : ℂ) :
    interband φ !![0, g; g', 0] = (g' * phase (-φ) - g * phase φ) / 2 := by
  simp [interband, band, Matrix.mulVec, dotProduct, Fin.sum_univ_two, phase_conj]
  linear_combination (g' * phase (-φ) - g * phase φ) * amp_sq

lemma velocity_eq (t₁ t₂ τ k : ℝ) : velocity t₁ t₂ τ k =
    !![0, -(t₂ * (I * phase (-k))) + I * ((t₁ + t₂ * phase (-k)) * τ);
       t₂ * (I * phase k) - I * (τ * (t₁ + t₂ * phase k)), 0] := by
  ext i j
  fin_cases i <;> fin_cases j <;>
    simp [velocity, hamDeriv, ham, position,
      -mul_eq_mul_left_iff, -mul_eq_mul_right_iff]
  ring

lemma velocity_zero (t₁ t₂ k : ℝ) : velocity t₁ t₂ 0 k = hamDeriv t₂ k := by
  have h : position 0 = 0 := by
    ext i j
    fin_cases i <;> fin_cases j <;> simp [position]
  simp [velocity, h]

lemma phase_half (k : ℝ) : phase k = phase (k / 2) * phase (k / 2) := by
  rw [← phase_add]
  congr 1
  ring

lemma phase_neg_half (k : ℝ) : phase (-k) = phase (-(k / 2)) * phase (-(k / 2)) := by
  rw [← phase_add]
  congr 1
  ring
```

The eigenvectors and the element $it\cos(k/2)(1-2\tau)$ follow for all real $t$ and $k$.

```lean
/-- In the uniform chain the states with phase `k/2` and sign `s = ±1` are eigenvectors of
`H(k)` with energies `2 s t cos(k/2)`. -/
theorem uniform_eigen (t k : ℝ) {s : ℝ} (hs : s ^ 2 = 1) :
    ham t t k *ᵥ band (k / 2) s =
      ((s * (2 * t * Real.cos (k / 2)) : ℝ) : ℂ) • band (k / 2) s := by
  apply band_eigen hs
  rw [phase_neg_half k, Complex.ofReal_mul, Complex.ofReal_mul, Complex.ofReal_ofNat]
  linear_combination (t * phase (-(k / 2)) : ℂ) * phase_add_neg (k / 2) -
    (t : ℂ) * phase_mul_neg (k / 2)

/-- With equal hoppings `t` and the atoms placed at `0` and `τ`, the interband velocity element is
`i t cos(k/2) (1 - 2τ)`. -/
theorem uniform_interband (t τ k : ℝ) :
    interband (k / 2) (velocity t t τ k) =
      I * ((t * Real.cos (k / 2) * (1 - 2 * τ) : ℝ) : ℂ) := by
  rw [velocity_eq, interband_offdiag, phase_half k, phase_neg_half k, Complex.ofReal_mul,
    Complex.ofReal_mul, Complex.ofReal_sub, Complex.ofReal_mul, Complex.ofReal_one,
    Complex.ofReal_ofNat]
  linear_combination
    (I * t / 2 * (1 - τ) * (phase (k / 2) + phase (-(k / 2)))) * phase_mul_neg (k / 2) +
    (I * t / 2 * (1 - 2 * τ)) * phase_add_neg (k / 2)
```

The restrictions on $t$ and $k$ make $t\cos(k/2)$ positive, so it can serve as a modulus. In the main theorem, `key` takes the norm for general $\tau$; the three statements use $\tau=0,\tfrac12,-\tfrac12$, the last being the reversed commutator.

```lean
lemma uniform_pos {t k : ℝ} (ht : 0 < t) (hk : 0 < k) (hk' : k < Real.pi) :
    0 < t * Real.cos (k / 2) :=
  mul_pos ht (Real.cos_pos_of_mem_Ioo ⟨by linarith, by linarith⟩)

/-- Uniform chain, `t > 0` and `0 < k < π`: the interband element of `H'` has modulus
`t cos(k/2)`, that of `H' + i[H, diag(0,1/2)]` is zero, and reversing the sign of the position
matrix gives modulus `2 t cos(k/2)`. -/
theorem folded_bands_dark {t k : ℝ} (ht : 0 < t) (hk : 0 < k) (hk' : k < Real.pi) :
    ‖interband (k / 2) (hamDeriv t k)‖ = t * Real.cos (k / 2) ∧
    interband (k / 2) (velocity t t (1 / 2) k) = 0 ∧
    ‖interband (k / 2) (velocity t t (-1 / 2) k)‖ = 2 * (t * Real.cos (k / 2)) := by
  have key : ∀ τ : ℝ, ‖interband (k / 2) (velocity t t τ k)‖ =
      t * Real.cos (k / 2) * |1 - 2 * τ| := by
    intro τ
    rw [uniform_interband, norm_mul, Complex.norm_I, one_mul, Complex.norm_real,
      Real.norm_eq_abs, abs_mul, abs_of_pos (uniform_pos ht hk hk')]
  refine ⟨?_, ?_, ?_⟩
  · -- the bare derivative is the case of both atoms at the origin
    rw [← velocity_zero, key]
    simp
  · rw [uniform_interband]
    norm_num
  · have h2 : |1 - 2 * (-1 / 2 : ℝ)| = 2 := by norm_num
    rw [key, h2]
    ring
```

Since $t\cos(k/2)\neq0$, only the factor $1-2\tau$ can vanish.

```lean
/-- With equal hoppings `t > 0`, the first atom at `0` and `0 < k < π`, the interband velocity
element vanishes exactly when the second atom sits at the middle of the cell. -/
theorem uniform_dark_iff {t k : ℝ} (τ : ℝ) (ht : 0 < t) (hk : 0 < k) (hk' : k < Real.pi) :
    interband (k / 2) (velocity t t τ k) = 0 ↔ τ = 1 / 2 := by
  constructor
  · intro h
    rw [uniform_interband] at h
    have h1 := Complex.ofReal_eq_zero.mp ((mul_eq_zero.mp h).resolve_left Complex.I_ne_zero)
    have h2 := (mul_eq_zero.mp h1).resolve_left (uniform_pos ht hk hk').ne'
    linarith
  · rintro rfl
    exact (folded_bands_dark ht hk hk').2.1
```

## Unequal hoppings

The hypothesis `h` is the polar form of the off-diagonal element. The proof combines it with its conjugate, as in the derivation above. Both theorems keep $\tau=\tfrac12$, so only the hoppings are dimerised; if the atoms are displaced as well, $\varepsilon\langle+|v|-\rangle$ gains the term $\tfrac i2(1-2\tau)\varepsilon^2$.

```lean
/-- For equally spaced atoms with hoppings `t₁`, `t₂` and upper off-diagonal element `ε exp(-iφ)`,
`ε` times the interband velocity element is `i(t₂² - t₁²)/2`. -/
theorem dimerised_interband {t₁ t₂ k ε φ : ℝ}
    (h : (t₁ : ℂ) + t₂ * phase (-k) = ε * phase (-φ)) :
    (ε : ℂ) * interband φ (velocity t₁ t₂ (1 / 2) k) =
      I * (((t₂ ^ 2 - t₁ ^ 2) / 2 : ℝ) : ℂ) := by
  have hc := polar_conj h
  rw [velocity_eq, interband_offdiag]
  push_cast
  linear_combination (I / 4 * (t₁ - t₂ * phase k)) * h +
    (I / 4 * (t₁ - t₂ * phase (-k))) * hc + (I / 2 * t₂ ^ 2) * phase_mul_neg k
```

With positive hoppings, $t_2^2=t_1^2$ means $t_2=t_1$. The condition $\varepsilon\neq0$ says that the two bands are separated at this $k$, by $2|\varepsilon|$, and allows $\varepsilon$ to be cancelled in the converse direction.

```lean
/-- For equally spaced atoms, positive hoppings and upper off-diagonal element `ε exp(-iφ)` with
`ε ≠ 0`, the interband velocity element vanishes exactly when the hoppings are equal. -/
theorem dimerised_dark_iff {t₁ t₂ k ε φ : ℝ} (h₁ : 0 < t₁) (h₂ : 0 < t₂) (hε : ε ≠ 0)
    (h : (t₁ : ℂ) + t₂ * phase (-k) = ε * phase (-φ)) :
    interband φ (velocity t₁ t₂ (1 / 2) k) = 0 ↔ t₁ = t₂ := by
  have key := dimerised_interband h
  constructor
  · intro h0
    rw [h0, mul_zero] at key
    have h3 := Complex.ofReal_eq_zero.mp
      ((mul_eq_zero.mp key.symm).resolve_left Complex.I_ne_zero)
    have h4 : (t₂ - t₁) * (t₂ + t₁) = 0 := by linear_combination 2 * h3
    have h5 := (mul_eq_zero.mp h4).resolve_right (by positivity)
    linarith
  · intro he
    have h3 : (t₂ ^ 2 - t₁ ^ 2) / 2 = 0 := by rw [he]; ring
    rw [h3, Complex.ofReal_zero, mul_zero] at key
    exact (mul_eq_zero.mp key).resolve_left (Complex.ofReal_ne_zero.mpr hε)

end

end FoldedChainOptics
```
```lean
#print axioms FoldedChainOptics.band_overlap
-- 'FoldedChainOptics.band_overlap' depends on axioms: [propext, Classical.choice, Quot.sound]
#print axioms FoldedChainOptics.uniform_eigen
-- 'FoldedChainOptics.uniform_eigen' depends on axioms: [propext, Classical.choice, Quot.sound]
#print axioms FoldedChainOptics.uniform_dark_iff
-- 'FoldedChainOptics.uniform_dark_iff' depends on axioms: [propext, Classical.choice, Quot.sound]
#print axioms FoldedChainOptics.dimerised_dark_iff
-- 'FoldedChainOptics.dimerised_dark_iff' depends on axioms: [propext, Classical.choice, Quot.sound]
```
